# After one particle of a Slater determinant is found on a site, the others again have a projector density matrix

A snapshot of non-interacting spinless fermions on a lattice records which sites are occupied. Suppose that a single site $i$ is inspected and a particle is found there. Where are the others now likely to be? Exclusion and interference in the occupied orbitals can change the odds on the other sites, and an algorithm that draws a snapshot one particle at a time can keep track of this by updating the density matrix.

Let $P$ be the one-particle density matrix of a single Slater determinant. It is Hermitian and satisfies $P^2=P$, because each orbital is either filled or empty. Its trace is the particle number $N$, and $P_{ii}$ is the occupation of site $i$. For such a state, the probability that all sites of a set $S$ are occupied is $\det P_S$, where $P_S$ keeps only the rows and columns in $S$. This rule is the physical input. For $P_{ii}\neq 0$ define

$$R_{jk}=P_{jk}-\frac{P_{ji}P_{ik}}{P_{ii}} .$$

The claim is that $R$ is again Hermitian and idempotent, with trace $N-1$ and vanishing row $i$, and that $\det P_{S\cup\{i\}}=P_{ii}\det R_S$ whenever $i\notin S$. Dividing by $P_{ii}$ shows that $\det R_S$ is the probability of finding $S$ occupied, given a particle on $i$.

## The conditioned matrix by hand

**Hermiticity.** Since $\overline{P_{ab}}=P_{ba}$ and $P_{ii}$ is real, $\overline{R_{kj}}=P_{jk}-P_{ik}P_{ji}/P_{ii}=R_{jk}$.

**Idempotency.** Expand the product and use $\sum_m P_{am}P_{mb}=P_{ab}$ in each of the four terms:

$$\sum_m R_{jm}R_{mk}=P_{jk}-2\,\frac{P_{ji}P_{ik}}{P_{ii}}+\frac{P_{ji}P_{ik}}{P_{ii}^2}\,P_{ii}=R_{jk}.$$

**Trace and row.** The subtracted term has trace $\sum_j P_{ij}P_{ji}/P_{ii}=P_{ii}/P_{ii}=1$. In row $i$, $R_{ik}=P_{ik}-P_{ii}P_{ik}/P_{ii}=0$.

**Determinant.** List the sites of $S$ first and $i$ last. From each row $j\in S$ subtract $P_{ji}/P_{ii}$ times the last row. The determinant is unchanged, the entries in $S$ become $R_{jk}$, and the last column is zero except for $P_{ii}$ at the bottom. Hence the determinant is $P_{ii}\det R_S$. For empty $S$ this reads $P_{ii}=P_{ii}$.

**Repeated draws.** Draw site $i$ with probability $P_{ii}/N$, replace $P$ by $R$ and $N$ by $N-1$, and continue until no particle is left. An ordered list of $N$ distinct sites forming the set $S$ then has weight $\det P_S/N!$. For $N=0$ both sides are 1. For $N\ge 1$, let $i$ be the first site. If $P_{ii}\neq0$, induction on the remaining $N-1$ draws gives

$$\frac{P_{ii}}{N}\cdot\frac{\det R_{S\setminus\{i\}}}{(N-1)!}=\frac{\det P_S}{N!}.$$

If $P_{ii}=0$, the left-hand weight is zero. So is the minor, because $P_{ii}=\sum_k|P_{ik}|^2$ forces row $i$ to vanish.

The $N!$ orders of one set together carry weight $\det P_S$. Independent configurations of a single Slater determinant on finitely many sites can therefore be drawn directly, without a Markov chain.

## Density matrices, minors and the sampler as definitions

The type `n` labels the sites, or spin orbitals, of a finite system.

In Lean 4 with Mathlib:

```lean
import Mathlib

open Matrix

namespace SequentialSampling

noncomputable section

variable {n : Type*} [Fintype n] [DecidableEq n]
```

`IsProjector` holds the two properties of a single-determinant density matrix.

```lean
/-- A one-particle density matrix that is Hermitian and idempotent. -/
def IsProjector (P : Matrix n n ℂ) : Prop := P.IsHermitian ∧ P * P = P
```

`condition P i` is $R$, defined by its formula for any square matrix. For a single determinant with $P_{ii}\neq0$, the minors of $R$ on the other sites are their joint occupation probabilities, given a particle on site $i$.

```lean
/-- The matrix `R_jk = P_jk - P_ji P_ik / P_ii`, for any square matrix `P`. If `P_ii = 0`, Lean's
convention for division by zero makes it equal to `P`. -/
def condition (P : Matrix n n ℂ) (i : n) : Matrix n n ℂ :=
  Matrix.of fun j k => P j k - P j i * P i k / P i i
```

`coincidence P S` is $\det P_S$. Its reading as a joint probability belongs to the physics above.

```lean
/-- The principal minor `det P_S` of the density matrix on the set of sites `S`. -/
def coincidence (P : Matrix n n ℂ) (S : Finset n) : ℂ :=
  (P.submatrix (fun x : S => (x : n)) (fun x : S => (x : n))).det
```

`drawProb` multiplies the successive draw probabilities along a list. Its values are typed as complex numbers, like the matrix elements.

```lean
/-- The weight of an ordered list of draws: site `i` is drawn with weight `P_ii / trace P`,
then the density matrix is conditioned on `i` and the drawing goes on. -/
def drawProb : Matrix n n ℂ → List n → ℂ
  | _, [] => 1
  | P, i :: l => P i i / P.trace * drawProb (condition P i) l
```

## Occupations and empty sites

The first lemma is $P^2=P$ in matrix elements, which the later sums use repeatedly.

```lean
omit [DecidableEq n] in
/-- Idempotency written in matrix elements. -/
theorem IsProjector.sum_mul {P : Matrix n n ℂ} (hP : IsProjector P) (a b : n) :
    ∑ m, P a m * P m b = P a b := by
  have h := congrFun (congrFun hP.2 a) b
  rwa [Matrix.mul_apply] at h
```

Setting both indices to $i$ and using Hermiticity gives the occupation as a sum of squares.

```lean
omit [DecidableEq n] in
/-- For a projector, each diagonal element is the sum of the squared moduli of the elements in its
row. -/
theorem IsProjector.diag_eq {P : Matrix n n ℂ} (hP : IsProjector P) (i : n) :
    P i i = ((∑ k, ‖P i k‖ ^ 2 : ℝ) : ℂ) := by
  have hc : ∀ k, starRingEnd ℂ (P i k) = P k i := fun k => hP.1.apply k i
  refine (hP.sum_mul i i).symm.trans ?_
  rw [Complex.ofReal_sum]
  refine Finset.sum_congr rfl fun k _ => ?_
  rw [← Complex.normSq_eq_norm_sq, ← Complex.mul_conj, hc]
```

If that sum is zero, so is each of its terms. A minor containing the site then has a zero row.

```lean
/-- For a projector with `P_ii = 0`, the principal minor of every set containing `i` vanishes. -/
theorem coincidence_eq_zero {P : Matrix n n ℂ} (hP : IsProjector P) {i : n}
    (hp : P i i = 0) {S : Finset n} (hi : i ∈ S) : coincidence P S = 0 := by
  have h := hP.diag_eq i
  rw [hp] at h
  have h' := Complex.ofReal_eq_zero.mp h.symm
  -- the whole row of an empty site vanishes
  have hrow : ∀ k, P i k = 0 := fun k => by
    have hk := (Finset.sum_eq_zero_iff_of_nonneg
      (fun k _ => sq_nonneg ‖P i k‖)).mp h' k (Finset.mem_univ k)
    exact norm_eq_zero.mp (pow_eq_zero_iff two_ne_zero |>.mp hk)
  exact Matrix.det_eq_zero_of_row_eq_zero (⟨i, hi⟩ : S) fun k => hrow k
```

## Idempotency, trace and the determinant identity

In the next proof `hexp` is the four-term expansion, and four uses of `sum_mul` reduce it. The last line cancels one factor $P_{ii}$.

```lean
omit [DecidableEq n] in
/-- Conditioning on a site with `P_ii` nonzero turns a projector into a projector. -/
theorem condition_isProjector {P : Matrix n n ℂ} (hP : IsProjector P) {i : n}
    (hp : P i i ≠ 0) : IsProjector (condition P i) := by
  have hc : ∀ a b, starRingEnd ℂ (P a b) = P b a := fun a b => hP.1.apply b a
  constructor
  · refine Matrix.IsHermitian.ext fun j k => ?_
    change starRingEnd ℂ (P k j - P k i * P i j / P i i) = P j k - P j i * P i k / P i i
    simp only [map_sub, map_div₀, map_mul, hc]
    ring
  · ext j k
    rw [Matrix.mul_apply]
    -- expand the product into four sums, each reduced by `P * P = P`
    have hexp : ∑ m, condition P i j m * condition P i m k
        = ∑ m, P j m * P m k - (∑ m, P j m * P m i) * (P i k / P i i)
          - (P j i / P i i) * ∑ m, P i m * P m k
          + (P j i / P i i) * (P i k / P i i) * ∑ m, P i m * P m i := by
      rw [Finset.sum_mul, Finset.mul_sum, Finset.mul_sum, ← Finset.sum_sub_distrib,
        ← Finset.sum_sub_distrib, ← Finset.sum_add_distrib]
      refine Finset.sum_congr rfl fun m _ => ?_
      simp only [condition, Matrix.of_apply]
      ring
    rw [hexp, hP.sum_mul, hP.sum_mul, hP.sum_mul, hP.sum_mul]
    simp only [condition, Matrix.of_apply]
    have hd : P i k / P i i * P i i = P i k := div_mul_cancel₀ _ hp
    linear_combination (P j i / P i i) * hd
```

The trace follows from the same contraction.

```lean
omit [DecidableEq n] in
/-- For a projector, conditioning on a site with `P_ii` nonzero lowers the trace by one. -/
theorem condition_trace {P : Matrix n n ℂ} (hP : IsProjector P) {i : n}
    (hp : P i i ≠ 0) : (condition P i).trace = P.trace - 1 := by
  have hs : ∑ j, P j i * P i j = P i i :=
    (Finset.sum_congr rfl fun j _ => mul_comm (P j i) (P i j)).trans (hP.sum_mul i i)
  simp only [Matrix.trace, Matrix.diag_apply, condition, Matrix.of_apply,
    Finset.sum_sub_distrib, ← Finset.sum_div]
  rw [hs, div_self hp]
```

The determinant identity needs neither Hermiticity nor idempotency; its hypotheses are $P_{ii}\neq0$ and $i\notin S$. The map `f` lists $S$ first and $i$ last, and `hblock` writes the reordered matrix in blocks. Mathlib's Schur-complement formula then does the work of the row operations, with `hS` identifying the complement as $R_S$.

```lean
omit [Fintype n] in
/-- Chain rule for principal minors: `det P_(S ∪ {i}) = P_ii det R_S`, for any square matrix with
`P_ii` nonzero and any `S` without `i`. -/
theorem coincidence_insert {P : Matrix n n ℂ} {i : n} (hp : P i i ≠ 0) {S : Finset n}
    (hi : i ∉ S) : coincidence P (insert i S) = P i i * coincidence (condition P i) S := by
  -- list the sites of `S` first and `i` last
  let f : S ⊕ Unit → (insert i S : Finset n) :=
    Sum.elim (fun x => ⟨x, Finset.mem_insert_of_mem x.2⟩)
      (fun _ => ⟨i, Finset.mem_insert_self i S⟩)
  have hv : ∀ x y, f x = f y → (f x).val = (f y).val := fun x y h => by rw [h]
  have hf : Function.Bijective f := by
    constructor
    · rintro (a | a) (b | b) hab
      · have h : (a : n) = b := hv (Sum.inl a) (Sum.inl b) hab
        exact congrArg Sum.inl (Subtype.ext h)
      · have h : (a : n) = i := hv (Sum.inl a) (Sum.inr b) hab
        exact absurd (by rw [← h]; exact a.2) hi
      · have h : i = (b : n) := hv (Sum.inr a) (Sum.inl b) hab
        exact absurd (by rw [h]; exact b.2) hi
      · rfl
    · rintro ⟨x, hx⟩
      rcases Finset.mem_insert.mp hx with h | h
      · exact ⟨Sum.inr (), Subtype.ext h.symm⟩
      · exact ⟨Sum.inl ⟨x, h⟩, rfl⟩
  let A : Matrix S S ℂ := Matrix.of fun x y => P x y
  let B : Matrix S Unit ℂ := Matrix.of fun x _ => P x i
  let C : Matrix Unit S ℂ := Matrix.of fun _ y => P i y
  let D : Matrix Unit Unit ℂ := Matrix.of fun _ _ => P i i
  let E : Matrix Unit Unit ℂ := Matrix.of fun _ _ => (P i i)⁻¹
  have hED : E * D = 1 := by
    ext a b
    simp [E, D, Matrix.mul_apply, hp]
  let : Invertible D := ⟨E, hED, mul_eq_one_comm.mp hED⟩
  have hinv : Invertible.invOf D = E := rfl
  have hblock : (P.submatrix (fun x : (insert i S : Finset n) => (x : n))
      (fun x : (insert i S : Finset n) => (x : n))).submatrix
        (Equiv.ofBijective f hf) (Equiv.ofBijective f hf) = Matrix.fromBlocks A B C D := by
    ext (a | a) (b | b) <;> rfl
  have hD : D.det = P i i := by
    rw [Matrix.det_unique]
    rfl
  -- the Schur complement of the one-by-one block is the conditioned matrix
  have hS : A - B * E * C = (condition P i).submatrix (fun x : S => (x : n))
      (fun x : S => (x : n)) := by
    ext a b
    simp only [A, B, C, E, condition, Matrix.sub_apply, Matrix.mul_apply,
      Matrix.submatrix_apply, Matrix.of_apply, Finset.univ_unique, Finset.sum_singleton]
    ring
  unfold coincidence
  rw [← Matrix.det_submatrix_equiv_self (Equiv.ofBijective f hf), hblock,
    Matrix.det_fromBlocks₂₂, hinv, hD, hS]
```

The single-step theorem collects all the properties and adds the vanishing row.

```lean
/-- One step of sequential sampling: for a projector `P` with `P_ii` nonzero, the conditioned matrix
`R` is Hermitian and idempotent, has trace lower by one and a vanishing row `i`, and `det P_(S ∪
{i}) = P_ii det R_S` for every `S` without `i`. -/
theorem sampling_step {P : Matrix n n ℂ} (hP : IsProjector P) {i : n} (hp : P i i ≠ 0) :
    (condition P i).IsHermitian ∧ condition P i * condition P i = condition P i ∧
    (condition P i).trace = P.trace - 1 ∧ (∀ k, condition P i i k = 0) ∧
    ∀ S : Finset n, i ∉ S →
      coincidence P (insert i S) = P i i * coincidence (condition P i) S := by
  refine ⟨(condition_isProjector hP hp).1, (condition_isProjector hP hp).2,
    condition_trace hP hp, fun k => ?_, fun S hi => coincidence_insert hp hi⟩
  simp only [condition, Matrix.of_apply]
  rw [mul_div_assoc, mul_div_cancel₀ _ hp, sub_self]
```

The idempotency of $R$ and the trace formula can fail if $P$ is not idempotent. Take $P=\mathrm{diag}(\tfrac12,\tfrac12)$, which is Hermitian with trace 1 but not idempotent. Conditioning on the first site gives $R=\mathrm{diag}(0,\tfrac12)$, which is not idempotent and has trace $\tfrac12$ instead of 0.

## The weight of a complete list of draws

The hypothesis `l.Nodup` says that the listed sites are distinct, and `hN` that their number equals the trace, so the theorem concerns complete lists only. The induction keeps `P` general, since the matrix changes at every draw. The case split on `P i i = 0` is the one made by hand.

```lean
/-- For an `N`-particle projector, the sampler draws an ordered list of `N` distinct sites
with weight `det P_S / N!`, where `S` is the set of the sites drawn. -/
theorem drawProb_eq {P : Matrix n n ℂ} (hP : IsProjector P) {l : List n} (hl : l.Nodup)
    (hN : P.trace = (l.length : ℂ)) :
    drawProb P l = coincidence P l.toFinset / (l.length.factorial : ℂ) := by
  induction l generalizing P with
  | nil =>
    have h0 : coincidence P ∅ = 1 := by
      unfold coincidence
      exact Matrix.det_isEmpty
    simp [drawProb, h0]
  | cons i l ih =>
    rw [List.nodup_cons] at hl
    have hi : i ∉ l.toFinset := by simpa using hl.1
    rw [List.toFinset_cons]
    by_cases hp : P i i = 0
    · -- an empty site is never drawn, and the minor vanishes too
      rw [coincidence_eq_zero hP hp (Finset.mem_insert_self _ _)]
      simp [drawProb, hp]
    · have ht : (condition P i).trace = (l.length : ℂ) := by
        rw [condition_trace hP hp, hN]
        simp
      rw [drawProb, ih (condition_isProjector hP hp) hl.2 ht, coincidence_insert hp hi, hN,
        List.length_cons, Nat.factorial_succ, Nat.cast_mul, div_mul_div_comm]
```

The state could also have been modelled by $N$ orthonormal orbitals, with $P$ built from them. Conditioning would then mean rotating the orbitals until only one is nonzero at $i$, and removing that one. Idempotency and the integer trace would come for free, but the rotation is not unique, and the formula for $R$ avoids that choice.

## Two particles on three sites

The matrix `triangle` describes two particles filling every orbital orthogonal to the uniform one, $(1,1,1)/\sqrt3$.

```lean
/-- A density matrix on three sites with diagonal elements `2/3` and off-diagonal
elements `-1/3`. -/
def triangle : Matrix (Fin 3) (Fin 3) ℂ :=
  !![2/3, -1/3, -1/3; -1/3, 2/3, -1/3; -1/3, -1/3, 2/3]
```

After a particle is found on site 0, the other occupies the normalised orbital $(0,1,-1)/\sqrt2$, whose projector is the matrix displayed in the theorem. Drawing site 0 and then site 1 has weight $\tfrac{2/3}{2}\cdot\tfrac12=\tfrac16$, in agreement with $\det P_{\{0,1\}}/2!=\tfrac13/2$.

```lean
/-- The three-site matrix is a projector with a nonzero diagonal element at site `0`, and
conditioning on that site gives the matrix shown. -/
theorem triangle_witness : IsProjector triangle ∧ triangle 0 0 ≠ 0 ∧
    condition triangle 0 = !![0, 0, 0; 0, 1/2, -1/2; 0, -1/2, 1/2] := by
  refine ⟨⟨?_, ?_⟩, ?_, ?_⟩
  · refine Matrix.IsHermitian.ext fun i j => ?_
    fin_cases i <;> fin_cases j <;> norm_num [triangle]
  · ext i j
    fin_cases i <;> fin_cases j <;>
      norm_num [triangle, Matrix.mul_apply, Fin.sum_univ_succ]
  · norm_num [triangle]
  · ext i j
    fin_cases i <;> fin_cases j <;> norm_num [condition, triangle]

end

end SequentialSampling
```

```lean
#print axioms SequentialSampling.sampling_step
#print axioms SequentialSampling.drawProb_eq
```

```
'SequentialSampling.sampling_step' depends on axioms: [propext, Classical.choice, Quot.sound]
'SequentialSampling.drawProb_eq' depends on axioms: [propext, Classical.choice, Quot.sound]
```
